# A stationary qubit pure state that is not an energy eigenstate

Take a qubit with Hamiltonian H = σ_y/2 (in units where ħ = 1) and the single jump operator L = [[1, 1], [0, 0]]. The Lindblad generator sends ρ to −i[H, ρ] + LρL† − ½(L†Lρ + ρL†L), and it vanishes on the projector onto the normalised state (1, 0). The theorem also states that (1, 0) is not an eigenvector of H, and that the generator with the same L but zero Hamiltonian does not vanish on the projector. The attempt writes the projector as an explicit 2 × 2 matrix and checks the first claim entry by entry. It argues for the other two by contradiction: it assumes the equation that the claim denies and looks at a single component or entry where that equation should fail.

As first written in Lean, the proof fails:

```lean
import Mathlib

open Matrix Complex
open scoped ComplexOrder

namespace LindbladDarkStates

noncomputable section

variable {n κ : Type*} [Fintype n] [Fintype κ]

/-- The Lindblad generator with Hamiltonian `H` and jump operators `L k`, applied to `ρ`. -/
def generator (H : Matrix n n ℂ) (L : κ → Matrix n n ℂ) (ρ : Matrix n n ℂ) : Matrix n n ℂ :=
  (-I) • (H * ρ - ρ * H) +
    ∑ k, (L k * ρ * (L k)ᴴ - (1 / 2 : ℂ) • ((L k)ᴴ * L k * ρ + ρ * ((L k)ᴴ * L k)))

/-- The rank-one operator `v v*` of a state vector `v`. -/
def pureState (v : n → ℂ) : Matrix n n ℂ := vecMulVec v (star v)

/-- A qubit with one jump operator whose pure state `(1,0)` is stationary although it is not an
eigenvector of the Hamiltonian; with the Hamiltonian removed it is not stationary. -/
theorem compensated_qubit :
    generator !![0, -I / 2; I / 2, 0] (fun _ : Unit => !![1, 1; 0, 0])
        (pureState ![1, 0]) = 0 ∧
      (¬ ∃ E : ℂ, !![0, -I / 2; I / 2, 0] *ᵥ ![1, 0] = E • ![1, 0]) ∧
      generator 0 (fun _ : Unit => !![1, 1; 0, 0]) (pureState ![1, 0]) ≠ 0 := by
  have hP : pureState ![(1 : ℂ), 0] = !![1, 0; 0, 0] := by
    ext i j
    fin_cases i <;> fin_cases j <;> simp [pureState, Matrix.vecMulVec_apply]
  rw [hP]
  refine ⟨?_, ?_, ?_⟩
  · ext i j
    fin_cases i <;> fin_cases j <;>
      simp [generator, Matrix.mul_apply, Fin.sum_univ_succ] <;>
      apply Complex.ext <;> simp <;> norm_num
  · rintro ⟨E, h⟩
    have e := congrFun h 1
    simp [Matrix.mulVec, dotProduct, Fin.sum_univ_succ] at e
  · intro h
    have e := congrFun (congrFun h 1) 0
    simp [generator, Matrix.mul_apply, Fin.sum_univ_succ] at e

end

end LindbladDarkStates
```

The compiler's answer:

```
Main.lean:32:2: error: unsolved goals
case refine_1.«0».«0».a
hP : pureState ![1, 0] = !![1, 0; 0, 0]
⊢ ((![1, 0] ᵥ* !![1, 1; 0, 0]ᴴ) 0).re - (1 / 2 + 1 / 2 * ((![1, 0] ᵥ* (!![1, 1; 0, 0]ᴴ * !![1, 1; 0, 0])) 0).re) = 0

case refine_1.«0».«0».a
hP : pureState ![1, 0] = !![1, 0; 0, 0]
⊢ ((![1, 0] ᵥ* !![1, 1; 0, 0]ᴴ) 0).im - 1 / 2 * ((![1, 0] ᵥ* (!![1, 1; 0, 0]ᴴ * !![1, 1; 0, 0])) 0).im = 0

case refine_1.«0».«1».a
hP : pureState ![1, 0] = !![1, 0; 0, 0]
⊢ 1 / 2 + (((![1, 0] ᵥ* !![1, 1; 0, 0]ᴴ) 1).re - 1 / 2 * ((![1, 0] ᵥ* (!![1, 1; 0, 0]ᴴ * !![1, 1; 0, 0])) 1).re) = 0

case refine_1.«0».«1».a
hP : pureState ![1, 0] = !![1, 0; 0, 0]
⊢ ((![1, 0] ᵥ* !![1, 1; 0, 0]ᴴ) 1).im - 1 / 2 * ((![1, 0] ᵥ* (!![1, 1; 0, 0]ᴴ * !![1, 1; 0, 0])) 1).im = 0

case refine_1.«1».«0».a
hP : pureState ![1, 0] = !![1, 0; 0, 0]
⊢ ((![0, 0] ᵥ* (!![1, 1; 0, 0]ᴴ * !![1, 1; 0, 0])) 0).re = 0

case refine_1.«1».«0».a
hP : pureState ![1, 0] = !![1, 0; 0, 0]
⊢ ((![0, 0] ᵥ* (!![1, 1; 0, 0]ᴴ * !![1, 1; 0, 0])) 0).im = 0

case refine_1.«1».«1».a
hP : pureState ![1, 0] = !![1, 0; 0, 0]
⊢ ((![0, 0] ᵥ* (!![1, 1; 0, 0]ᴴ * !![1, 1; 0, 0])) 1).re = 0

case refine_1.«1».«1».a
hP : pureState ![1, 0] = !![1, 0; 0, 0]
⊢ ((![0, 0] ᵥ* (!![1, 1; 0, 0]ᴴ * !![1, 1; 0, 0])) 1).im = 0
Main.lean:39:2: error: unsolved goals
case refine_3
hP : pureState ![1, 0] = !![1, 0; 0, 0]
h : generator 0 (fun x => !![1, 1; 0, 0]) !![1, 0; 0, 0] = 0
e : -(2⁻¹ * (![0, 0] ᵥ* (!![1, 1; 0, 0]ᴴ * !![1, 1; 0, 0])) 0) + -2⁻¹ = 0
⊢ False
```

The mended proof, as a diff:

```diff
@@ -28,9 +28,12 @@
     ext i j
     fin_cases i <;> fin_cases j <;> simp [pureState, Matrix.vecMulVec_apply]
+  have hA : (!![1, 1; 0, 0] : Matrix (Fin 2) (Fin 2) ℂ)ᴴ = !![1, 0; 1, 0] := by
+    ext i j
+    fin_cases i <;> fin_cases j <;> simp [Matrix.conjTranspose_apply]
   rw [hP]
   refine ⟨?_, ?_, ?_⟩
   · ext i j
     fin_cases i <;> fin_cases j <;>
-      simp [generator, Matrix.mul_apply, Fin.sum_univ_succ] <;>
+      simp [generator, hA] <;>
       apply Complex.ext <;> simp <;> norm_num
   · rintro ⟨E, h⟩
@@ -39,5 +42,5 @@
   · intro h
     have e := congrFun (congrFun h 1) 0
-    simp [generator, Matrix.mul_apply, Fin.sum_univ_succ] at e
+    simp [generator, hA] at e
 
 end
```

Diagnosis. The first message lists the real and imaginary parts of all four matrix entries, left unproved. In each, a row vector multiplies an expression containing `!![1, 1; 0, 0]ᴴ`. `simp` has not turned this conjugate transpose into an explicit matrix, so the products stay unevaluated and `norm_num` cannot finish the arithmetic.

The second message shows the same obstruction in `e`. The unevaluated term there is really zero, because its row vector is `![0, 0]`, so `e` amounts to -1/2 = 0. `simp` does not see this, and the contradiction is missed.

The new fact `hA` proves entrywise that the conjugate transpose is `!![1, 0; 1, 0]`. Given to both `simp` calls, it makes every factor explicit, so the products can be computed: the first claim's entries reduce to true equations and `e` to a false one. The calls also drop `Matrix.mul_apply` and `Fin.sum_univ_succ`, which the repaired proof does not need; nothing in the messages shows that they caused the failure.
